# Inscribed cutoff $E/s^2$ and enclosing cutoff $sE$ of a plane-wave ball under volume-conserving tetragonal stretch $s \ge 1$

Let positions be strained by $F = \mathrm{diag}(s^{-1/2}, s^{-1/2}, s)$ with $s \ge 1$, and let wave vectors follow by the inverse transpose of $F$. The ball of wave vectors with kinetic energy at most $E \ge 0$ then becomes a solid ellipsoid. The largest centred ball inside it has cutoff $E/s^2$, and the smallest centred ball containing it has cutoff $sE$.

In a variable-cell simulation whose plane waves keep their integer labels, this tells how far the strained basis region departs from a ball of cutoff $E$, for this one-parameter strain and for a continuous region of wave vectors. Such a change of the basis with the cell is the setting in which Pulay stress arises; no stress is computed here.

## From the strain to the two cutoffs

**The reciprocal map.** A position $r$ goes to $Fr$ and a wave vector $K$ goes to $G = (F^{-1})^{T}K$. Phases are unchanged, because

$$G\cdot(Fr) = K^{T}F^{-1}F\,r = K\cdot r .$$

A plane wave that is periodic in the old cell is therefore carried to one that is periodic in the new cell. The volume is conserved, since $\det F = s^{-1/2}s^{-1/2}s = 1$. As $F$ is diagonal, its inverse transpose is $\mathrm{diag}(\sqrt s, \sqrt s, 1/s)$. Numbering components from 0, we get

$$G = (\sqrt s\,K_0,\ \sqrt s\,K_1,\ K_2/s).$$

**The ellipsoid.** In atomic units the kinetic energy of $K$ is $K^2/2$. Let $B(E)$ be the ball $K^2/2 \le E$ and $S(E)$ its image. Solving for $K$ gives $K = (G_0/\sqrt s,\ G_1/\sqrt s,\ sG_2)$, so $G$ lies in $S(E)$ exactly when

$$\tfrac12\left(\frac{G_0^2}{s} + \frac{G_1^2}{s} + s^2G_2^2\right) \le E .$$

**Balls inside.** For every $s > 0$, $B(E') \subseteq S(E)$ holds exactly when $E' \le sE$ and $E' \le E/s^2$. If $E' < 0$, the ball is empty and both inequalities hold. If $E' \ge 0$, put $t = \sqrt{2E'}$. The vectors $(t,0,0)$ and $(0,0,t)$ belong to $B(E')$, and inserting them into the ellipsoid inequality gives $E'/s \le E$ and $s^2E' \le E$, which are the two conditions. Conversely, assume both conditions and take $G$ in $B(E')$. Then

$$\frac{G_0^2+G_1^2}{s} + s^2G_2^2 \le \max\left(\frac1s, s^2\right)G^2 \le 2\max\left(\frac{E'}{s}, s^2E'\right) \le 2E .$$

**Balls outside.** Likewise, $S(E) \subseteq B(E')$ holds exactly when $sE \le E'$ and $E/s^2 \le E'$. With $t = \sqrt{2E}$, the vectors $(t,0,0)$ and $(0,0,t)$ of $B(E)$ have images of kinetic energy $sE$ and $E/s^2$, so both conditions are necessary. They suffice because the image $G$ of any $K$ in $B(E)$ satisfies

$$G^2 = s(K_0^2+K_1^2) + \frac{K_2^2}{s^2} \le \max\left(s,\frac1{s^2}\right)2E \le 2E' .$$

**The stretched cell.** For $s \ge 1$ we have $E/s^2 \le E \le sE$. The binding condition is $E' \le E/s^2$ for inscribed balls and $sE \le E'$ for enclosing ones, which proves the claim.

**Comparison with the original ball.** Let $E > 0$ and set $E' = E$. The inclusion $B(E) \subseteq S(E)$ would require $s \ge 1$ and $s^2 \le 1$, while $S(E) \subseteq B(E)$ would require $s \le 1$ and $s^2 \ge 1$. Either way $s = 1$, so for any other positive $s$ neither region contains the other.

At $s = 1.05$ we have $s^2 = 1.1025$ and $0.91 \times 1.1025 = 1.003275 > 1$. Hence $E/s^2 < 0.91E$, and a ball of cutoff $0.91E$ no longer fits inside the ellipsoid.

## Strain, kinetic energy and regions in Lean

The variables `s`, `E` and `E'` are real numbers: the stretch, the original cutoff and the cutoff of a comparison ball.

```lean
import Mathlib

open Matrix

namespace TetragonalCutoff

noncomputable section

variable {s E E' : ℝ}
```

The strain is a diagonal $3\times3$ matrix acting on Cartesian components.

```lean
/-- The tetragonal strain diag(s^(-1/2), s^(-1/2), s) acting on positions, for s > 0. -/
def strain (s : ℝ) : Matrix (Fin 3) (Fin 3) ℝ :=
  Matrix.diagonal ![1 / √s, 1 / √s, s]
```

The reciprocal map is defined for any matrix, and the tetragonal case is computed from it later. No factor of $2\pi$ appears, because the map relates old wave vectors to new ones.

```lean
/-- The map of reciprocal vectors that belongs to an invertible deformation F of positions:
the inverse transpose of F. -/
def recipMap (F : Matrix (Fin 3) (Fin 3) ℝ) : Matrix (Fin 3) (Fin 3) ℝ := (F⁻¹)ᵀ
```

Vectors are functions `Fin 3 → ℝ`, and `⬝ᵥ` is the ordinary dot product. The kinetic energy is thus built from the Euclidean length.

```lean
/-- The kinetic energy G²/2 of a plane wave, in atomic units. -/
def kinetic (G : Fin 3 → ℝ) : ℝ := (G ⬝ᵥ G) / 2
```

The cutoff ball includes its surface. It contains every real wave vector below the cutoff, whereas a calculation uses only those of a lattice, possibly shifted by a Bloch vector.

```lean
/-- The centred ball of wave vectors with kinetic energy at most E. -/
def cutoffBall (E : ℝ) : Set (Fin 3 → ℝ) := {G | kinetic G ≤ E}
```

The strained region is the literal image of the ball, with `*ᵥ` for a matrix acting on a vector and `''` for the image of a set. That it is an ellipsoid has to be proved.

```lean
/-- The image of the cutoff ball when its wave vectors follow the tetragonal strain, for s > 0. -/
def strainedBall (s E : ℝ) : Set (Fin 3 → ℝ) :=
  (fun G => recipMap (strain s) *ᵥ G) '' cutoffBall E
```

## Phases, volume and the ellipsoid

Phase invariance holds for every deformation with invertible determinant, which is the hypothesis `hF`. The rewriting moves the matrices together until $F^{-1}F$ appears and cancels.

```lean
/-- Deforming positions by F and wave vectors by the reciprocal map leaves every phase G·r
unchanged. -/
theorem phase_invariant (F : Matrix (Fin 3) (Fin 3) ℝ) (hF : IsUnit F.det)
    (G r : Fin 3 → ℝ) : (recipMap F *ᵥ G) ⬝ᵥ (F *ᵥ r) = G ⬝ᵥ r := by
  rw [recipMap, Matrix.mulVec_transpose, Matrix.dotProduct_mulVec, Matrix.vecMul_vecMul,
    Matrix.nonsing_inv_mul F hF, Matrix.vecMul_one]
```

The determinant is the product of the three diagonal entries, and $\sqrt s\,\sqrt s = s$ reduces it to one.

```lean
/-- The tetragonal strain conserves volume. -/
theorem strain_det (hs : 0 < s) : (strain s).det = 1 := by
  rw [strain, Matrix.det_diagonal, Fin.prod_univ_three]
  show 1 / √s * (1 / √s) * s = 1
  calc 1 / √s * (1 / √s) * s = s / (√s * √s) := by ring
    _ = 1 := by rw [Real.mul_self_sqrt hs.le, div_self hs.ne']
```

For the explicit reciprocal map, the proof proposes $\mathrm{diag}(\sqrt s, \sqrt s, 1/s)$ as the inverse of the strain and checks that the product is the identity, entry by entry. Transposing a diagonal matrix changes nothing.

```lean
/-- Under the tetragonal strain the first two components of a wave vector are multiplied by √s
and the third by 1/s. -/
theorem recip_apply (hs : 0 < s) (G : Fin 3 → ℝ) :
    recipMap (strain s) *ᵥ G = ![√s * G 0, √s * G 1, 1 / s * G 2] := by
  have h0 : √s ≠ 0 := (Real.sqrt_pos.2 hs).ne'
  have hinv : (strain s)⁻¹ = Matrix.diagonal ![√s, √s, 1 / s] := by
    apply Matrix.inv_eq_right_inv
    rw [strain, Matrix.diagonal_mul_diagonal, ← Matrix.diagonal_one]
    congr 1
    funext i
    fin_cases i
    · exact one_div_mul_cancel h0
    · exact one_div_mul_cancel h0
    · exact mul_one_div_cancel hs.ne'
  rw [recipMap, hinv, Matrix.diagonal_transpose]
  funext i
  rw [Matrix.mulVec_diagonal]
  fin_cases i <;> rfl
```

The kinetic energy is next written out in components.

```lean
lemma kinetic_eq (G : Fin 3 → ℝ) : kinetic G = (G 0 ^ 2 + G 1 ^ 2 + G 2 ^ 2) / 2 := by
  simp only [kinetic, dotProduct, Fin.sum_univ_three]
  ring
```

The ellipsoid inequality is proved in two directions. In the first, a point of the image comes with its original vector `K`, and the factors of $s$ cancel. In the second, the original vector $(G_0/\sqrt s, G_1/\sqrt s, sG_2)$ is supplied, then shown to lie in the ball and to map to `G`.

```lean
/-- The strained cutoff ball is the solid ellipsoid (G₀²/s + G₁²/s + s²G₂²)/2 ≤ E. -/
theorem mem_strainedBall_iff (hs : 0 < s) (G : Fin 3 → ℝ) :
    G ∈ strainedBall s E ↔ (G 0 ^ 2 / s + G 1 ^ 2 / s + s ^ 2 * G 2 ^ 2) / 2 ≤ E := by
  have h0 : √s ≠ 0 := (Real.sqrt_pos.2 hs).ne'
  constructor
  · rintro ⟨K, hK, rfl⟩
    have hK' : kinetic K ≤ E := hK
    rw [kinetic_eq] at hK'
    have e (x : ℝ) : (√s * x) ^ 2 / s = x ^ 2 := by
      rw [mul_pow, Real.sq_sqrt hs.le, mul_div_cancel_left₀ _ hs.ne']
    have e' (x : ℝ) : s ^ 2 * (1 / s * x) ^ 2 = x ^ 2 := by
      field_simp
    beta_reduce
    rw [recip_apply hs]
    show ((√s * K 0) ^ 2 / s + (√s * K 1) ^ 2 / s + s ^ 2 * (1 / s * K 2) ^ 2) / 2 ≤ E
    rw [e, e, e']
    exact hK'
  · intro h
    -- undo the strain to find the original wave vector
    refine ⟨![G 0 / √s, G 1 / √s, s * G 2], ?_, ?_⟩
    · show kinetic _ ≤ E
      rw [kinetic_eq]
      show ((G 0 / √s) ^ 2 + (G 1 / √s) ^ 2 + (s * G 2) ^ 2) / 2 ≤ E
      rw [div_pow, div_pow, Real.sq_sqrt hs.le, mul_pow]
      exact h
    · beta_reduce
      rw [recip_apply hs]
      funext i
      fin_cases i
      · exact mul_div_cancel₀' h0 (G 0)
      · exact mul_div_cancel₀' h0 (G 1)
      · show 1 / s * (s * G 2) = G 2
        rw [← mul_assoc, one_div_mul_cancel hs.ne', one_mul]
where
  mul_div_cancel₀' {a : ℝ} (ha : a ≠ 0) (b : ℝ) : a * (b / a) = b := by
    field_simp
```

## Which centred balls fit inside or outside

Both inclusions rest on the bound by the larger weight. In the next lemma `p` and `q` are the transverse and axial parts of a squared length, `u` and `v` are their weights, and `T` and `B` are cutoffs. The case split on `u ≤ v` or `v ≤ u` plays the part of the maximum in the derivation by hand.

```lean
lemma weighted_le {u v p q T B : ℝ} (hu : 0 ≤ u) (hv : 0 ≤ v) (hp : 0 ≤ p) (hq : 0 ≤ q)
    (h : p + q ≤ 2 * T) (h1 : u * T ≤ B) (h2 : v * T ≤ B) : u * p + v * q ≤ 2 * B := by
  rcases le_total u v with huv | huv
  · have a := mul_le_mul_of_nonneg_left h hv
    have b := mul_nonneg (sub_nonneg.2 huv) hp
    linarith
  · have a := mul_le_mul_of_nonneg_left h hu
    have b := mul_nonneg (sub_nonneg.2 huv) hq
    linarith
```

The criterion for inscribed balls treats negative `E'` first, then uses the two test vectors with $t^2 = 2E'$. The converse applies `weighted_le` with weights $1/s$ and $s^2$.

```lean
/-- For any s > 0 and E ≥ 0, a centred ball of cutoff E' lies inside the strained ball exactly when
E' is at most both sE and E/s². -/
theorem inscribed_iff (hs : 0 < s) (hE : 0 ≤ E) :
    cutoffBall E' ⊆ strainedBall s E ↔ E' ≤ s * E ∧ E' ≤ E / s ^ 2 := by
  constructor
  · intro h
    rcases lt_or_ge E' 0 with hn | hn
    · have a : 0 ≤ s * E := by positivity
      have b : 0 ≤ E / s ^ 2 := by positivity
      exact ⟨by linarith, by linarith⟩
    -- test vectors on the surface of the ball, along the first and the third coordinate axis
    obtain ⟨t, ht⟩ : ∃ t : ℝ, t ^ 2 = 2 * E' := ⟨√(2 * E'), Real.sq_sqrt (by linarith)⟩
    have m1 : (![t, 0, 0] : Fin 3 → ℝ) ∈ cutoffBall E' := by
      show kinetic _ ≤ E'
      rw [kinetic_eq]
      show (t ^ 2 + 0 ^ 2 + 0 ^ 2) / 2 ≤ E'
      linarith
    have m2 : (![0, 0, t] : Fin 3 → ℝ) ∈ cutoffBall E' := by
      show kinetic _ ≤ E'
      rw [kinetic_eq]
      show (0 ^ 2 + 0 ^ 2 + t ^ 2) / 2 ≤ E'
      linarith
    have h1 : (t ^ 2 / s + 0 ^ 2 / s + s ^ 2 * 0 ^ 2) / 2 ≤ E :=
      (mem_strainedBall_iff hs _).1 (h m1)
    have h2 : (0 ^ 2 / s + 0 ^ 2 / s + s ^ 2 * t ^ 2) / 2 ≤ E :=
      (mem_strainedBall_iff hs _).1 (h m2)
    rw [ht] at h1 h2
    have e1 : (2 * E' / s + 0 ^ 2 / s + s ^ 2 * 0 ^ 2) / 2 = E' / s := by ring
    have e2 : (0 ^ 2 / s + 0 ^ 2 / s + s ^ 2 * (2 * E')) / 2 = E' * s ^ 2 := by ring
    rw [e1, div_le_iff₀ hs] at h1
    rw [e2] at h2
    exact ⟨by linarith, (le_div_iff₀ (by positivity)).2 h2⟩
  · rintro ⟨h1, h2⟩ G hG
    have hG' : kinetic G ≤ E' := hG
    rw [kinetic_eq] at hG'
    rw [le_div_iff₀ (by positivity)] at h2
    have h3 : 1 / s * E' ≤ E := by
      rw [one_div_mul_eq_div, div_le_iff₀ hs]
      linarith
    have w := weighted_le (u := 1 / s) (v := s ^ 2) (p := G 0 ^ 2 + G 1 ^ 2) (q := G 2 ^ 2)
      (by positivity) (by positivity) (by positivity) (by positivity)
      (by linarith) h3 (by linarith)
    rw [mem_strainedBall_iff hs]
    have e : 1 / s * (G 0 ^ 2 + G 1 ^ 2) = G 0 ^ 2 / s + G 1 ^ 2 / s := by ring
    linarith
```

For enclosing balls, the auxiliary statement `key` says that the image of every vector in the original ball has kinetic energy at most `E'`; it is applied to $(t,0,0)$ and $(0,0,t)$ with $t^2 = 2E$. The converse uses weights $s$ and $1/s^2$. Its `p` and `q` are $G_0^2/s + G_1^2/s$ and $s^2G_2^2$, which are the squares $K_0^2+K_1^2$ and $K_2^2$ of the original vector.

```lean
/-- For any s > 0 and E ≥ 0, a centred ball of cutoff E' contains the strained ball exactly when E'
is at least both sE and E/s². -/
theorem enclosing_iff (hs : 0 < s) (hE : 0 ≤ E) :
    strainedBall s E ⊆ cutoffBall E' ↔ s * E ≤ E' ∧ E / s ^ 2 ≤ E' := by
  constructor
  · intro h
    -- the image of every vector in the original ball has kinetic energy at most E'
    have key (K : Fin 3 → ℝ) (hK : kinetic K ≤ E) :
        ((√s * K 0) ^ 2 + (√s * K 1) ^ 2 + (1 / s * K 2) ^ 2) / 2 ≤ E' := by
      have m : kinetic (recipMap (strain s) *ᵥ K) ≤ E' := h ⟨K, hK, rfl⟩
      rw [recip_apply hs, kinetic_eq] at m
      exact m
    obtain ⟨t, ht⟩ : ∃ t : ℝ, t ^ 2 = 2 * E := ⟨√(2 * E), Real.sq_sqrt (by linarith)⟩
    have h1 : ((√s * t) ^ 2 + (√s * 0) ^ 2 + (1 / s * 0) ^ 2) / 2 ≤ E' :=
      key ![t, 0, 0] (by
        rw [kinetic_eq]
        show (t ^ 2 + 0 ^ 2 + 0 ^ 2) / 2 ≤ E
        linarith)
    have h2 : ((√s * 0) ^ 2 + (√s * 0) ^ 2 + (1 / s * t) ^ 2) / 2 ≤ E' :=
      key ![0, 0, t] (by
        rw [kinetic_eq]
        show (0 ^ 2 + 0 ^ 2 + t ^ 2) / 2 ≤ E
        linarith)
    rw [mul_pow √s t, Real.sq_sqrt hs.le, ht] at h1
    rw [mul_pow (1 / s) t, ht] at h2
    have e2 : (1 / s) ^ 2 * (2 * E) = 2 * (E / s ^ 2) := by ring
    rw [e2] at h2
    simp only [mul_zero] at h1 h2
    exact ⟨by linarith, by linarith⟩
  · rintro ⟨h1, h2⟩ G hG
    rw [mem_strainedBall_iff hs] at hG
    have h3 : 1 / s ^ 2 * E ≤ E' := by rwa [one_div_mul_eq_div]
    have w := weighted_le (u := s) (v := 1 / s ^ 2) (p := G 0 ^ 2 / s + G 1 ^ 2 / s)
      (q := s ^ 2 * G 2 ^ 2) hs.le (by positivity) (by positivity) (by positivity)
      (by linarith) h1 h3
    have e : s * (G 0 ^ 2 / s + G 1 ^ 2 / s) + 1 / s ^ 2 * (s ^ 2 * G 2 ^ 2)
        = G 0 ^ 2 + G 1 ^ 2 + G 2 ^ 2 := by
      field_simp
    show kinetic G ≤ E'
    rw [kinetic_eq]
    linarith
```

## The two extremal cutoffs

`IsGreatest` says that $E/s^2$ belongs to the set of inscribed cutoffs and that no member exceeds it. `IsLeast` says the same, with the order reversed, of $sE$ among the enclosing cutoffs. The hypotheses are $s \ge 1$ and $E \ge 0$, so the unstrained cell and the zero cutoff are included. The proof first establishes $E/s^2 \le sE$, then reads membership and extremality off the two criteria.

```lean
/-- For s ≥ 1 and E ≥ 0 the largest centred ball inside the strained cutoff ball has cutoff E/s²,
and the smallest centred ball containing it has cutoff sE. -/
theorem strained_cutoffs (hs : 1 ≤ s) (hE : 0 ≤ E) :
    IsGreatest {E' | cutoffBall E' ⊆ strainedBall s E} (E / s ^ 2) ∧
      IsLeast {E' | strainedBall s E ⊆ cutoffBall E'} (s * E) := by
  have hs0 : 0 < s := by linarith
  have h : E / s ^ 2 ≤ s * E :=
    (div_le_self hE (one_le_pow₀ hs)).trans (le_mul_of_one_le_left hE hs)
  exact ⟨⟨(inscribed_iff hs0 hE).2 ⟨h, le_rfl⟩, fun _ h' => ((inscribed_iff hs0 hE).1 h').2⟩,
    ⟨(enclosing_iff hs0 hE).2 ⟨le_rfl, h⟩, fun _ h' => ((enclosing_iff hs0 hE).1 h').1⟩⟩
```

For a lattice basis the inclusions still apply point by point, but the extremal values need not be sharp, since there may be no lattice vector near the points where the two surfaces touch.

The next theorem covers compression as well as stretching: it needs only $s > 0$, $s \ne 1$ and $E > 0$. Each half sets `E'` equal to `E` in the relevant criterion, divides out the positive cutoff and concludes $s = 1$, a contradiction.

```lean
/-- For positive s ≠ 1 and a positive cutoff, neither of the original and the strained ball contains
the other. -/
theorem neither_contains (hs : 0 < s) (hs1 : s ≠ 1) (hE : 0 < E) :
    ¬ cutoffBall E ⊆ strainedBall s E ∧ ¬ strainedBall s E ⊆ cutoffBall E := by
  constructor
  · intro h
    obtain ⟨h1, h2⟩ := (inscribed_iff hs hE.le).1 h
    rw [le_div_iff₀ (by positivity)] at h2
    have a : 1 ≤ s := le_of_mul_le_mul_right (by linarith) hE
    have b : s ^ 2 ≤ 1 := le_of_mul_le_mul_right (by linarith) hE
    exact hs1 (le_antisymm (by nlinarith) a)
  · intro h
    obtain ⟨h1, h2⟩ := (enclosing_iff hs hE.le).1 h
    rw [div_le_iff₀ (by positivity)] at h2
    have a : s ≤ 1 := le_of_mul_le_mul_right (by linarith) hE
    have b : 1 ≤ s ^ 2 := le_of_mul_le_mul_right (by linarith) hE
    exact hs1 (le_antisymm a (by nlinarith))
```

The five per cent stretch is stated with exact decimals. The first part is the numerical inequality. The second follows because an inscribed ball of cutoff $0.91E$ would force $0.91E \le E/s^2$.

```lean
/-- At s = 1.05 and for E > 0, the inscribed cutoff E/s² is below 0.91 E, and the centred ball of
cutoff 0.91 E is not contained in the strained ball. -/
theorem five_percent (hE : 0 < E) :
    E / (1.05 : ℝ) ^ 2 < 0.91 * E ∧ ¬ cutoffBall (0.91 * E) ⊆ strainedBall 1.05 E := by
  have h : E / (1.05 : ℝ) ^ 2 < 0.91 * E := by
    rw [div_lt_iff₀ (by norm_num)]
    norm_num
    linarith
  exact ⟨h, fun h' => not_le_of_gt h ((inscribed_iff (by norm_num) hE.le).1 h').2⟩

end

end TetragonalCutoff
```

```lean
#print axioms TetragonalCutoff.strain_det
#print axioms TetragonalCutoff.strained_cutoffs
#print axioms TetragonalCutoff.neither_contains
#print axioms TetragonalCutoff.five_percent
```

```
'TetragonalCutoff.strain_det' depends on axioms: [propext, Classical.choice, Quot.sound]
'TetragonalCutoff.strained_cutoffs' depends on axioms: [propext, Classical.choice, Quot.sound]
'TetragonalCutoff.neither_contains' depends on axioms: [propext, Classical.choice, Quot.sound]
'TetragonalCutoff.five_percent' depends on axioms: [propext, Classical.choice, Quot.sound]
```
